# Equal core charge fixes the tail amplitude of matched normalized radial orbitals

Let $u$ and $w$ be normalized on $(0,\infty)$, solve the same equation $y''=q(r)\,y$ on $[r_c,\infty)$ with $r_c\ge 0$ and $q$ continuous there, and be positive with equal logarithmic derivatives at $r_c$. Then $w=c\,u$ beyond $r_c$ for some $c>0$, and the integrals of $u^2$ and $w^2$ over $(0,r_c)$ agree exactly when $c=1$.

```lean
import Mathlib

open Set MeasureTheory Filter Topology

namespace NormConservingConstruction

noncomputable section

/-- The function `y`, with slope `y'`, solves the radial equation `y'' = q y` on `[rc, ∞)`;
derivatives at `rc` are taken from the right. -/
def IsTailSolution (q y y' : ℝ → ℝ) (rc : ℝ) : Prop :=
  ∀ r ∈ Ici rc, HasDerivWithinAt y (y' r) (Ici rc) r ∧
    HasDerivWithinAt y' (q r * y r) (Ici rc) r

/-- The charge of the radial orbital `y` between the nucleus and radius `R`. -/
def coreCharge (y : ℝ → ℝ) (R : ℝ) : ℝ := ∫ r in Ioc 0 R, y r ^ 2

/-- The charge of the radial orbital `y` beyond radius `R`. -/
def tailCharge (y : ℝ → ℝ) (R : ℝ) : ℝ := ∫ r in Ioi R, y r ^ 2

/-- Two normalized radial orbitals that solve the same radial equation beyond `rc` and are
positive with equal logarithmic derivatives at `rc`. -/
structure LogDerivMatched (q u u' w w' : ℝ → ℝ) (rc : ℝ) : Prop where
  rc_nonneg : 0 ≤ rc
  cont : ContinuousOn q (Ici rc)
  solU : IsTailSolution q u u' rc
  solW : IsTailSolution q w w' rc
  normU : tailCharge u 0 = 1
  normW : tailCharge w 0 = 1
  posU : 0 < u rc
  posW : 0 < w rc
  logDeriv : u' rc / u rc = w' rc / w rc

/-- A solution of the radial equation with zero value and zero slope at `rc` vanishes, together
with its slope, everywhere beyond `rc`. -/
theorem tail_unique {q d d' : ℝ → ℝ} {rc : ℝ} (hq : ContinuousOn q (Ici rc))
    (h : IsTailSolution q d d' rc) (h0 : d rc = 0) (h0' : d' rc = 0) :
    ∀ R ∈ Ici rc, d R = 0 ∧ d' R = 0 := by
  intro R hR
  obtain ⟨K, hK⟩ := isCompact_Icc.exists_bound_of_continuousOn
    (hq.mono (Icc_subset_Ici_self : Icc rc R ⊆ Ici rc))
  let F : ℝ → ℝ := fun r => (d r * d r + d' r * d' r) * Real.exp (-(1 + K) * r)
  have hF : ∀ r ∈ Ici rc, HasDerivWithinAt F
      ((2 * d r * d' r * (1 + q r) - (1 + K) * (d r ^ 2 + d' r ^ 2)) *
        Real.exp (-(1 + K) * r)) (Ici rc) r := by
    intro r hr
    obtain ⟨h1, h2⟩ := h r hr
    have he := ((hasDerivAt_id' r).const_mul (-(1 + K))).exp
    exact (((h1.fun_mul h1).fun_add (h2.fun_mul h2)).fun_mul
      he.hasDerivWithinAt).congr_deriv (by ring)
  -- the damped energy of the solution cannot grow
  have hanti : AntitoneOn F (Icc rc R) := by
    apply antitoneOn_of_deriv_nonpos (convex_Icc rc R)
    · exact fun x hx => (hF x hx.1).continuousWithinAt.mono Icc_subset_Ici_self
    · intro x hx
      rw [interior_Icc] at hx
      exact ((hF x hx.1.le).hasDerivAt
        (Ici_mem_nhds hx.1)).differentiableAt.differentiableWithinAt
    · intro x hx
      rw [interior_Icc] at hx
      rw [((hF x hx.1.le).hasDerivAt (Ici_mem_nhds hx.1)).deriv]
      have hb := abs_le.1 (hK x ⟨hx.1.le, hx.2.le⟩)
      have hp : 0 ≤ (1 + K) + (1 + q x) := by linarith [hb.1]
      have hm : 0 ≤ (1 + K) - (1 + q x) := by linarith [hb.2]
      apply mul_nonpos_of_nonpos_of_nonneg _ (Real.exp_pos _).le
      nlinarith [mul_nonneg hp (sq_nonneg (d x - d' x)),
        mul_nonneg hm (sq_nonneg (d x + d' x))]
  have hle : F R ≤ F rc := hanti ⟨le_rfl, hR⟩ ⟨hR, le_rfl⟩ hR
  have hz : F rc = 0 := by simp [F, h0, h0']
  rw [hz] at hle
  have hs : d R * d R + d' R * d' R ≤ 0 :=
    nonpos_of_mul_nonpos_left hle (Real.exp_pos _)
  constructor <;> nlinarith [mul_self_nonneg (d R), mul_self_nonneg (d' R)]

/-- Beyond `rc`, matched orbitals and their slopes are proportional, with the ratio of the
amplitudes at `rc` as factor. -/
theorem tail_proportional {q u u' w w' : ℝ → ℝ} {rc : ℝ}
    (h : LogDerivMatched q u u' w w' rc) :
    ∀ r ∈ Ici rc, w r = w rc / u rc * u r ∧ w' r = w rc / u rc * u' r := by
  have hl := h.logDeriv
  rw [div_eq_div_iff h.posU.ne' h.posW.ne'] at hl
  have hs : w rc / u rc * u' rc = w' rc := by
    rw [div_mul_eq_mul_div, div_eq_iff h.posU.ne']
    linarith
  -- the difference solves the same equation with zero initial data
  have hd : IsTailSolution q (fun r => w r - w rc / u rc * u r)
      (fun r => w' r - w rc / u rc * u' r) rc := fun r hr =>
    ⟨(h.solW r hr).1.fun_sub ((h.solU r hr).1.const_mul _),
      ((h.solW r hr).2.fun_sub ((h.solU r hr).2.const_mul _)).congr_deriv (by ring)⟩
  intro r hr
  have hz := tail_unique h.cont hd
    (by rw [div_mul_cancel₀ _ h.posU.ne', sub_self]) (by rw [hs, sub_self]) r hr
  exact ⟨sub_eq_zero.1 hz.1, sub_eq_zero.1 hz.2⟩

/-- A normalized orbital has square-integrable amplitude on `(0, ∞)`. -/
theorem integrable_of_normalized {y : ℝ → ℝ} (h : tailCharge y 0 = 1) :
    IntegrableOn (fun r => y r ^ 2) (Ioi 0) := by
  by_contra hn
  have hz : tailCharge y 0 = 0 := integral_undef hn
  linarith

/-- The core and tail charges of a normalized orbital add up to one. -/
theorem core_add_tail {y : ℝ → ℝ} {R : ℝ} (h : tailCharge y 0 = 1) (hR : 0 ≤ R) :
    coreCharge y R + tailCharge y R = 1 := by
  have hi := integrable_of_normalized h
  have hd : Disjoint (Ioc 0 R) (Ioi R) :=
    Set.disjoint_left.2 fun x hx hx' => not_lt_of_ge hx.2 hx'
  rw [← h]
  unfold coreCharge tailCharge
  rw [← setIntegral_union hd measurableSet_Ioi (hi.mono_set Ioc_subset_Ioi_self)
    (hi.mono_set (Ioi_subset_Ioi hR)), Ioc_union_Ioi_eq_Ioi hR]

/-- At every radius `R ≥ rc`, the difference of the enclosed charges of matched orbitals is
`1 - c²` times the charge of `u` beyond `R`, where `c` is the amplitude ratio at `rc`. -/
theorem charge_balance {q u u' w w' : ℝ → ℝ} {rc R : ℝ}
    (h : LogDerivMatched q u u' w w' rc) (hR : rc ≤ R) :
    coreCharge w R - coreCharge u R = (1 - (w rc / u rc) ^ 2) * tailCharge u R := by
  have ht : tailCharge w R = (w rc / u rc) ^ 2 * tailCharge u R := by
    unfold tailCharge
    rw [← integral_const_mul]
    refine setIntegral_congr_fun measurableSet_Ioi fun r hr => ?_
    have hr' : rc ≤ r := hR.trans (le_of_lt hr)
    change w r ^ 2 = (w rc / u rc) ^ 2 * u r ^ 2
    rw [(tail_proportional h r hr').1, mul_pow]
  have h1 := core_add_tail h.normU (h.rc_nonneg.trans hR)
  have h2 := core_add_tail h.normW (h.rc_nonneg.trans hR)
  rw [ht] at h2
  linarith

/-- For matched orbitals, `u` carries a positive charge beyond `rc`. -/
theorem tail_pos {q u u' w w' : ℝ → ℝ} {rc : ℝ}
    (h : LogDerivMatched q u u' w w' rc) : 0 < tailCharge u rc := by
  have hi := (integrable_of_normalized h.normU).mono_set (Ioi_subset_Ioi h.rc_nonneg)
  have hc : ∀ᶠ r in 𝓝[>] rc, 0 < u r :=
    ((h.solU rc self_mem_Ici).1.continuousWithinAt.mono Ioi_subset_Ici_self).eventually
      (lt_mem_nhds h.posU)
  obtain ⟨b, hb, hs⟩ := mem_nhdsGT_iff_exists_Ioo_subset.1 hc
  unfold tailCharge
  rw [setIntegral_pos_iff_support_of_nonneg_ae
    (Eventually.of_forall fun r => sq_nonneg (u r)) hi]
  -- the orbital has no zero on a short interval next to rc
  have hv : 0 < volume (Ioo rc b) := by
    rw [Real.volume_Ioo]
    exact ENNReal.ofReal_pos.2 (sub_pos.2 hb)
  refine hv.trans_le (measure_mono fun r hr => ⟨?_, hr.1⟩)
  have hur : 0 < u r := hs hr
  exact pow_ne_zero 2 hur.ne'

/-- Matched orbitals are proportional beyond `rc` with a positive factor `c`, and their core
charges agree exactly when `c = 1`. -/
theorem norm_conserving_iff {q u u' w w' : ℝ → ℝ} {rc : ℝ}
    (h : LogDerivMatched q u u' w w' rc) :
    ∃ c : ℝ, 0 < c ∧ (∀ r ∈ Ici rc, w r = c * u r) ∧
      (coreCharge u rc = coreCharge w rc ↔ c = 1) := by
  have hc := div_pos h.posW h.posU
  refine ⟨w rc / u rc, hc, fun r hr => (tail_proportional h r hr).1, ?_⟩
  have hb := charge_balance h le_rfl
  constructor
  · intro he
    rw [he, sub_self] at hb
    have hz := (mul_eq_zero.1 hb.symm).resolve_right (tail_pos h).ne'
    nlinarith
  · intro he
    rw [he] at hb
    linarith

/-- Of two matched orbitals, `w` has less core charge than `u` exactly when its amplitude at
`rc` is larger. -/
theorem core_deficit_iff {q u u' w w' : ℝ → ℝ} {rc : ℝ}
    (h : LogDerivMatched q u u' w w' rc) :
    coreCharge w rc < coreCharge u rc ↔ u rc < w rc := by
  have hc := div_pos h.posW h.posU
  have hb := charge_balance h le_rfl
  have ht := tail_pos h
  rw [← one_lt_div h.posU]
  constructor
  · intro hlt
    by_contra hn
    have h1 : 0 ≤ 1 - (w rc / u rc) ^ 2 := by nlinarith [not_lt.1 hn]
    linarith [mul_nonneg h1 ht.le]
  · intro hlt
    have h1 : 1 - (w rc / u rc) ^ 2 < 0 := by nlinarith
    linarith [mul_neg_of_neg_of_pos h1 ht]

/-- The orbital `a p(r)` for `r ≤ 1`, continued by `a / r` for `r > 1`. -/
def glued (a : ℝ) (p : ℝ → ℝ) (r : ℝ) : ℝ := if r ≤ 1 then a * p r else a / r

/-- If `p(1) = 1`, the glued orbital equals `a / r` from `r = 1` on and solves
`y'' = (2 / r²) y` there. -/
theorem glued_tail (a : ℝ) {p : ℝ → ℝ} (hp : p 1 = 1) :
    (∀ r ∈ Ici (1 : ℝ), glued a p r = a / r) ∧
      IsTailSolution (fun r => 2 / r ^ 2) (glued a p) (fun r => -a / r ^ 2) 1 := by
  have hg : ∀ r ∈ Ici (1 : ℝ), glued a p r = a / r := by
    intro r hr
    rcases (mem_Ici.1 hr).eq_or_lt with rfl | h
    · simp [glued, hp]
    · simp only [glued, if_neg (not_le.2 h)]
  refine ⟨hg, fun r hr => ?_⟩
  have h0 : 0 < r := one_pos.trans_le hr
  have h2 : HasDerivAt (fun x : ℝ => x ^ 2) (2 * r) r := by simpa using hasDerivAt_pow 2 r
  constructor
  · have h1 : HasDerivAt (fun x => a / x) (-a / r ^ 2) r :=
      ((hasDerivAt_const r a).fun_div (hasDerivAt_id' r) h0.ne').congr_deriv (by ring)
    exact h1.hasDerivWithinAt.congr hg (hg r hr)
  · refine (((hasDerivAt_const r (-a)).fun_div h2 (by positivity)).congr_deriv
      ?_).hasDerivWithinAt
    rw [hg r hr, div_mul_div_comm, div_eq_div_iff (by positivity) (by positivity)]
    ring

/-- The glued orbital is normalized when `a² (∫₀¹ p² + 1) = 1`. -/
theorem glued_normalized {a : ℝ} {p : ℝ → ℝ} (hp : Continuous p)
    (h : a ^ 2 * ((∫ r in (0 : ℝ)..1, p r ^ 2) + 1) = 1) : tailCharge (glued a p) 0 = 1 := by
  have e1 : EqOn (fun r => a ^ 2 * p r ^ 2) (fun r => glued a p r ^ 2) (Ioc 0 1) := by
    intro r hr
    simp only [glued, if_pos hr.2]
    ring
  have e2 : EqOn (fun r => a ^ 2 * r ^ (-2 : ℝ)) (fun r => glued a p r ^ 2) (Ioi 1) := by
    intro r hr
    have h0 : 0 < r := one_pos.trans hr
    simp only [glued, if_neg (not_le.2 (mem_Ioi.1 hr))]
    rw [Real.rpow_neg h0.le, Real.rpow_two]
    ring
  have i1 : IntegrableOn (fun r => a ^ 2 * p r ^ 2) (Ioc 0 1) :=
    (continuous_const.mul (hp.pow 2)).integrableOn_Ioc
  have i2 : IntegrableOn (fun r : ℝ => a ^ 2 * r ^ (-2 : ℝ)) (Ioi 1) :=
    Integrable.const_mul (integrableOn_Ioi_rpow_of_lt (by norm_num) one_pos) (a ^ 2)
  have hd : Disjoint (Ioc (0 : ℝ) 1) (Ioi 1) :=
    Set.disjoint_left.2 fun x hx hx' => not_lt_of_ge hx.2 hx'
  have ht : -(1 : ℝ) ^ ((-2 : ℝ) + 1) / (-2 + 1) = 1 := by
    rw [Real.one_rpow]
    norm_num
  unfold tailCharge
  rw [← Ioc_union_Ioi_eq_Ioi (zero_le_one : (0 : ℝ) ≤ 1),
    setIntegral_union hd measurableSet_Ioi (i1.congr_fun e1 measurableSet_Ioc)
      (i2.congr_fun e2 measurableSet_Ioi),
    ← setIntegral_congr_fun measurableSet_Ioc e1, ← setIntegral_congr_fun measurableSet_Ioi e2,
    integral_const_mul, integral_const_mul, integral_Ioi_rpow_of_lt (by norm_num) one_pos, ht,
    ← intervalIntegral.integral_of_le zero_le_one]
  linarith

/-- Two explicit orbitals with polynomial cores and `1 / r` tails are matched at `rc = 1`, and
the second has less core charge than the first. -/
theorem logDerivMatched_witness :
    LogDerivMatched (fun r => 2 / r ^ 2)
      (glued √(5 / 9) fun r => 3 * r - 2 * r ^ 2) (fun r => -√(5 / 9) / r ^ 2)
      (glued √(35 / 52) fun r => 4 * r ^ 2 - 3 * r ^ 3) (fun r => -√(35 / 52) / r ^ 2) 1 ∧
    coreCharge (glued √(35 / 52) fun r => 4 * r ^ 2 - 3 * r ^ 3) 1 <
      coreCharge (glued √(5 / 9) fun r => 3 * r - 2 * r ^ 2) 1 := by
  have I1 : ∫ r in (0 : ℝ)..1, (3 * r - 2 * r ^ 2) ^ 2 = 4 / 5 := by
    rw [intervalIntegral.integral_eq_sub_of_hasDerivAt
      (f := fun r : ℝ => 3 * r ^ 3 - 3 * r ^ 4 + 4 / 5 * r ^ 5)
      (fun x _ => ((((hasDerivAt_pow 3 x).const_mul 3).fun_sub
        ((hasDerivAt_pow 4 x).const_mul 3)).fun_add
        ((hasDerivAt_pow 5 x).const_mul (4 / 5))).congr_deriv
        (by simp only [Nat.cast_ofNat, Nat.reduceSub]; ring))
      (Continuous.intervalIntegrable (by fun_prop) _ _)]
    norm_num
  have I2 : ∫ r in (0 : ℝ)..1, (4 * r ^ 2 - 3 * r ^ 3) ^ 2 = 17 / 35 := by
    rw [intervalIntegral.integral_eq_sub_of_hasDerivAt
      (f := fun r : ℝ => 16 / 5 * r ^ 5 - 4 * r ^ 6 + 9 / 7 * r ^ 7)
      (fun x _ => ((((hasDerivAt_pow 5 x).const_mul (16 / 5)).fun_sub
        ((hasDerivAt_pow 6 x).const_mul 4)).fun_add
        ((hasDerivAt_pow 7 x).const_mul (9 / 7))).congr_deriv
        (by simp only [Nat.cast_ofNat, Nat.reduceSub]; ring))
      (Continuous.intervalIntegrable (by fun_prop) _ _)]
    norm_num
  have ha : 0 < √(5 / 9 : ℝ) := Real.sqrt_pos.2 (by norm_num)
  have hb : 0 < √(35 / 52 : ℝ) := Real.sqrt_pos.2 (by norm_num)
  obtain ⟨g1, s1⟩ := glued_tail √(5 / 9) (p := fun r => 3 * r - 2 * r ^ 2) (by norm_num)
  obtain ⟨g2, s2⟩ := glued_tail √(35 / 52) (p := fun r => 4 * r ^ 2 - 3 * r ^ 3) (by norm_num)
  have v1 := g1 1 self_mem_Ici
  have v2 := g2 1 self_mem_Ici
  have key : ∀ a : ℝ, 0 < a → -a / 1 ^ 2 / (a / 1) = -1 := by
    intro a h
    rw [one_pow, div_one, div_one, neg_div, div_self h.ne']
  have hm : LogDerivMatched (fun r => 2 / r ^ 2)
      (glued √(5 / 9) fun r => 3 * r - 2 * r ^ 2) (fun r => -√(5 / 9) / r ^ 2)
      (glued √(35 / 52) fun r => 4 * r ^ 2 - 3 * r ^ 3) (fun r => -√(35 / 52) / r ^ 2) 1 :=
    { rc_nonneg := zero_le_one
      cont := continuousOn_const.div (continuous_pow 2).continuousOn
        fun r hr => pow_ne_zero 2 (one_pos.trans_le (mem_Ici.1 hr)).ne'
      solU := s1
      solW := s2
      normU := glued_normalized (by fun_prop)
        (by rw [I1, Real.sq_sqrt (by norm_num)]; norm_num)
      normW := glued_normalized (by fun_prop)
        (by rw [I2, Real.sq_sqrt (by norm_num)]; norm_num)
      posU := by rw [v1, div_one]; exact ha
      posW := by rw [v2, div_one]; exact hb
      logDeriv := by rw [v1, v2]; exact (key _ ha).trans (key _ hb).symm }
  refine ⟨hm, (core_deficit_iff hm).2 ?_⟩
  rw [v1, v2, div_one, div_one]
  exact Real.sqrt_lt_sqrt (by norm_num) (by norm_num)

end

end NormConservingConstruction
```

```lean
#print axioms NormConservingConstruction.core_add_tail
-- 'NormConservingConstruction.core_add_tail' depends on axioms: [propext, Classical.choice, Quot.sound]
#print axioms NormConservingConstruction.norm_conserving_iff
-- 'NormConservingConstruction.norm_conserving_iff' depends on axioms: [propext, Classical.choice, Quot.sound]
```

## An all-electron orbital and its pseudo-orbital

Read $u$ as the all-electron radial orbital ($r$ times the radial wavefunction) and $w$ as the pseudo-orbital. In atomic units, a nonrelativistic electron with angular momentum $\ell$ and energy $E$ in a local potential $V$ has
$$q(r)=\frac{\ell(\ell+1)}{r^2}+2\,(V(r)-E).$$
Two orbitals with the same energy and angular momentum, in potentials that agree outside the core, therefore share the same $q$ beyond $r_c$. For one radial channel of this one-electron model, at one reference energy, conserving the core charge is exactly what makes a matched pseudo-orbital equal the all-electron orbital outside the core.

The structure `LogDerivMatched` collects the hypotheses. The slopes `u'` and `w'` are separate functions, tied to the orbitals by `IsTailSolution` on $[r_c,\infty)$, with derivatives at $r_c$ taken from the right. Inside $r_c$ nothing is required beyond what normalization implies: no equation, no smoothness, no absence of nodes.

`coreCharge y R` is $\int_0^R y^2\,dr$ and `tailCharge y R` is $\int_R^\infty y^2\,dr$, so normalization reads `tailCharge u 0 = 1`. Lean gives a non-integrable function the integral 0, so the value 1 already forces square-integrability; this is `integrable_of_normalized`.

The main theorem, `norm_conserving_iff`, says that some $c>0$ satisfies $w(r)=c\,u(r)$ for all $r\ge r_c$, and that the core charges agree if and only if $c=1$. The energy is fixed throughout. The familiar link between core charge and the energy derivative of the logarithmic derivative, which bears on transferability, concerns a varying energy and is a different statement.

## Why the tails are proportional

Put $c=w(r_c)/u(r_c)$ and $d=w-c\,u$. Then $d$ solves the same linear equation and $d(r_c)=0$. Equal logarithmic derivatives give
$$w'(r_c)=\frac{u'(r_c)}{u(r_c)}\,w(r_c)=c\,u'(r_c),$$
so $d'(r_c)=0$ as well.

To see that $d$ vanishes at any $R\ge r_c$, choose $K$ with $|q|\le K$ on $[r_c,R]$, which is possible because $q$ is continuous. There
$$(d^2+d'^2)'=2dd'(1+q)\le(1+K)(d^2+d'^2),$$
since $|1+q|\le 1+K$ and $2|dd'|\le d^2+d'^2$. Hence
$$F(r)=(d^2+d'^2)\,e^{-(1+K)r}$$
does not increase. It is nonnegative and starts at zero, so it stays zero.

This is `tail_unique`. The fact `hF` computes $F'$, and `hanti` turns its sign into monotonicity. The inequality is closed by `nlinarith`, which receives the nonnegative products of $(1+K)\pm(1+q)$ with $(d\mp d')^2$; half their sum is $(1+K)(d^2+d'^2)-2dd'(1+q)$. `tail_proportional` then applies the result to $w-c\,u$, and gives proportional slopes too.

## The charge balance

For $R\ge r_c$, proportionality gives
$$\int_R^\infty w^2\,dr=c^2\int_R^\infty u^2\,dr.$$
For each orbital the core and tail charges add up to one (`core_add_tail`). Subtracting the two normalization conditions yields `charge_balance`:
$$\int_0^R w^2\,dr-\int_0^R u^2\,dr=(1-c^2)\int_R^\infty u^2\,dr.$$

At $R=r_c$ the last integral is positive: $u(r_c)>0$, so by continuity from the right $u$ is positive on a short interval beyond $r_c$. `tail_pos` finds this interval and uses its positive length. The core charges therefore agree exactly when $c^2=1$, which means $c=1$ because $c>0$.

The sign of $1-c^2$ gives `core_deficit_iff`: $w$ has less core charge than $u$ exactly when $w(r_c)>u(r_c)$. Charge missing from the core reappears in a tail that is too large.

## A matched pair with unequal core charges

Matching alone does not make the core charges equal. `logDerivMatched_witness` takes $r_c=1$ and $q=2/r^2$, the case $\ell=1$ with $V=E$ outside the core. Both orbitals have the form $a\,p(r)$ up to $r=1$ and $a/r$ beyond, with

- $p=3r-2r^2$ and $a^2=5/9$ for $u$;
- $p=4r^2-3r^3$ and $a^2=35/52$ for $w$.

Both tails have logarithmic derivative $-1$ at $r=1$; `glued_tail` verifies the tail equation. Since $\int_1^\infty r^{-2}\,dr=1$, normalization requires $a^2\left(\int_0^1p^2\,dr+1\right)=1$, the condition in `glued_normalized`. The integrals of $p^2$ are $4/5$ and $17/35$, so the core charges are $4/9$ and $17/52$. Lean obtains the strict inequality between them from the amplitudes, through `core_deficit_iff`. The pair is a mathematical test of the hypotheses, not a model of an atom: $u$ starts like $r$ at the nucleus, whereas an $\ell=1$ orbital in a potential no more singular than a Coulomb attraction starts like $r^2$.

## Matching derived from a bounded $q$

Another model would assume that $q$ is bounded on $[r_c,\infty)$ and leave out the equality of logarithmic derivatives. Then $u''=qu$ and $w''=qw$ are square-integrable on the tail, hence so are $u'$ and $w'$. The Wronskian $uw'-u'w$ is constant and integrable on a half-line, so it is zero, and the logarithmic derivatives at $r_c$ agree automatically. This variant, argued here only informally, would turn matching into a conclusion but exclude unbounded $q$, such as that of a harmonic confinement, which the theorem above admits.
